# Block determinants with a possibly singular block D: det(AD − BC) when C and D commute

Let A, B, C and D be complex square matrices of the same size, with CD = DC. Then

det [[A, B], [C, D]] = det(AD − BC),

whether or not D is invertible.

The physical problem is the elimination of part of a quantum system. Let a Hamiltonian H act on a retained space and an eliminated space, with A and D the Hamiltonians within each and B and C the couplings between them. Solving for the eliminated amplitudes at energy E gives the effective Hamiltonian

A + B(E − D)⁻¹C,

which is undefined when E is an eigenvalue of D. For finite, non-interacting models that meet the commutation condition, the determinant formula gives a secular equation of half the size that remains valid at those energies.

The condition CD = DC compares a coupling with a Hamiltonian, so it presupposes that the basis states of the two spaces have been paired. It holds, for example, in a periodic chain with one retained and one eliminated orbital per cell: translation invariance makes C and D diagonal in the same crystal momentum. It also holds when all eliminated levels are degenerate, so that D is a multiple of the identity.

In Lean, `n` is the finite set of labels for the basis states of one space, not a number; the number of labels is written N below. The full space has labels `n ⊕ n`, retained states first.

```lean
import Mathlib

open Matrix

namespace SingularSchurComplement

variable {n : Type*} [Fintype n] [DecidableEq n]
```

## Elimination without division

Multiply the block matrix on the right by a factor chosen to clear its lower left corner:

[[A, B], [C, D]] · [[D, 0], [−C, 1]] = [[AD − BC, B], [CD − DC, D]].

The corner CD − DC vanishes by hypothesis. The second factor on the left has determinant det D, and the right side is now block triangular. Taking determinants gives

det [[A, B], [C, D]] · det D = det(AD − BC) · det D.

```lean
/-- Block elimination without division: if `C` and `D` commute, the determinant of the
block matrix and that of `A D - B C` agree after multiplication by `det D`. -/
theorem det_mul_det_eliminated {R : Type*} [CommRing R] (A B C D : Matrix n n R)
    (h : C * D = D * C) :
    (fromBlocks A B C D).det * D.det = (A * D - B * C).det * D.det := by
  -- the right factor removes the lower left block
  have hfac : fromBlocks A B C D * fromBlocks D 0 (-C) 1
      = fromBlocks (A * D - B * C) B 0 D := by
    simp [fromBlocks_multiply, h, sub_eq_add_neg]
  have hdet := congrArg Matrix.det hfac
  rw [det_mul, det_fromBlocks_zero₁₂, det_fromBlocks_zero₂₁, det_one, mul_one] at hdet
  exact hdet
```

`fromBlocks A B C D` is the matrix with upper row A, B and lower row C, D. In the proof, `hfac` is the matrix product and `hdet` its determinant, which the rules for triangular blocks then evaluate. The entries may lie in any commutative ring `R`, and the next step uses this freedom with polynomials as entries.

## Cancelling det D when it may be zero

If det D = 0, the last identity reads 0 = 0. To recover the information, shift the block by a formal variable X:

D(X) = D + X·1.

C still commutes with D(X), so the identity holds for polynomials in X:

{det [[A, B], [C, D(X)]] − det(A D(X) − BC)} · det D(X) = 0.

The last factor is a polynomial with leading term X^N and coefficient one, so it is not the zero polynomial, even if it vanishes at X = 0. A product of complex polynomials is zero only if one factor is zero, so the bracket vanishes identically. Setting X = 0 gives the result.

```lean
/-- For complex square blocks of equal size with `C D = D C`, the determinant of the block
matrix is `det (A D - B C)`, whether or not the eliminated block `D` is invertible. -/
theorem det_fromBlocks_of_commute (A B C D : Matrix n n ℂ) (h : C * D = D * C) :
    (fromBlocks A B C D).det = (A * D - B * C).det := by
  let c : ℂ →+* Polynomial ℂ := Polynomial.C
  let e : Polynomial ℂ →+* ℂ := Polynomial.evalRingHom 0
  -- shift the eliminated block by a formal energy `X`
  obtain ⟨D', hD'⟩ : ∃ D' : Matrix n n (Polynomial ℂ),
      D' = (Polynomial.X : Polynomial ℂ) • (1 : Matrix n n (Polynomial ℂ))
        + c.mapMatrix D := ⟨_, rfl⟩
  have hCD : c.mapMatrix C * c.mapMatrix D = c.mapMatrix D * c.mapMatrix C := by
    rw [← map_mul, h, map_mul]
  have hcomm : c.mapMatrix C * D' = D' * c.mapMatrix C := by
    rw [hD', mul_add, add_mul, hCD, mul_smul_comm, smul_mul_assoc, mul_one, one_mul]
  -- its determinant is a monic characteristic polynomial, hence nonzero
  have hdet : D'.det ≠ 0 := by
    have hchar : D' = charmatrix (-D) := by
      refine Matrix.ext fun i j => ?_
      rw [hD']
      by_cases hij : i = j
      · subst hij
        simp [c, charmatrix_apply_eq]
      · simp [c, charmatrix_apply_ne _ _ _ hij, Matrix.one_apply_ne hij]
    rw [hchar]
    exact (charpoly_monic (-D)).ne_zero
  have key := mul_right_cancel₀ hdet
    (det_mul_det_eliminated (c.mapMatrix A) (c.mapMatrix B) (c.mapMatrix C) D' hcomm)
  -- switch the shift off by evaluating at `X = 0`
  have hlift : ∀ M : Matrix n n ℂ, (c.mapMatrix M).map e = M := by
    intro M
    refine Matrix.ext fun i j => ?_
    simp [c, e]
  have hlift' : ∀ M : Matrix n n ℂ, e.mapMatrix (c.mapMatrix M) = M := hlift
  have hzero : D'.map e = D := by
    refine Matrix.ext fun i j => ?_
    rw [hD']
    simp only [c, e, Matrix.map_apply, Matrix.add_apply, Matrix.smul_apply, smul_eq_mul,
      RingHom.mapMatrix_apply, Polynomial.coe_evalRingHom, Polynomial.eval_add,
      Polynomial.eval_mul, Polynomial.eval_X, zero_mul, Polynomial.eval_C, zero_add]
  have hzero' : e.mapMatrix D' = D := hzero
  have hfinal := congrArg e key
  rw [RingHom.map_det, RingHom.map_det, map_sub, map_mul, map_mul, hlift' A, hlift' B,
    hlift' C, hzero', RingHom.mapMatrix_apply, fromBlocks_map, hlift A, hlift B,
    hlift C, hzero] at hfinal
  exact hfinal
```

The only hypothesis is `h : C * D = D * C`; nothing is assumed about `D.det`, and no block need be Hermitian. In the proof, `c` turns complex numbers into constant polynomials, `e` evaluates a polynomial at zero, and `D'` is D(X). The step `hdet` identifies `D'` with the characteristic matrix of −D, whose determinant is monic. After the cancellation in `key`, the remaining lines carry the evaluation at X = 0 through the determinants and blocks.

## The Schur complement for invertible D

When D is invertible, ordinary block elimination gives

det [[A, B], [C, D]] = det D · det(A − BD⁻¹C).

The left side also equals det(AD − BC), so

det(AD − BC) = det D · det(A − BD⁻¹C).

```lean
/-- If `C` and `D` commute and `D` is invertible, `det (A D - B C)` is the determinant of `D`
times that of the Schur complement `A - B D⁻¹ C`. -/
theorem det_eq_det_mul_schur (A B C D : Matrix n n ℂ) (h : C * D = D * C)
    (hD : D.det ≠ 0) :
    (A * D - B * C).det = D.det * (A - B * D⁻¹ * C).det := by
  let := invertibleOfIsUnitDet D (isUnit_iff_ne_zero.mpr hD)
  rw [← det_fromBlocks_of_commute A B C D h, det_fromBlocks₂₂, invOf_eq_nonsing_inv]
```

The same follows directly: D⁻¹ commutes with C, so AD − BC = (A − BD⁻¹C)D. The Lean proof compares the two expressions for the block determinant instead. The hypothesis `hD` makes `D⁻¹` a true inverse.

## A secular determinant without poles

Now let the block matrix be the Hamiltonian H itself. The matrix whose determinant is needed is

E − H = [[E − A, −B], [−C, E − D]].

The block in the lower right corner is now E − D, which takes the role that D had above. It commutes with −C because D commutes with C by hypothesis and a multiple of the identity commutes with everything. The two minus signs on the couplings cancel, and

det(E − H) = det((E − A)(E − D) − BC).

```lean
/-- The secular determinant of a block Hamiltonian with `C D = D C` reduces to one of half
the size at every complex energy `E`. -/
theorem secular_det (A B C D : Matrix n n ℂ) (h : C * D = D * C) (E : ℂ) :
    (E • (1 : Matrix (n ⊕ n) (n ⊕ n) ℂ) - fromBlocks A B C D).det
      = ((E • (1 : Matrix n n ℂ) - A) * (E • (1 : Matrix n n ℂ) - D) - B * C).det := by
  have hblock : E • (1 : Matrix (n ⊕ n) (n ⊕ n) ℂ) - fromBlocks A B C D
      = fromBlocks (E • (1 : Matrix n n ℂ) - A) (-B) (-C)
          (E • (1 : Matrix n n ℂ) - D) := by
    ext (i | i) (j | j) <;> simp [Matrix.one_apply]
  -- an energy shift does not spoil the commutation
  have hcomm : (-C) * (E • (1 : Matrix n n ℂ) - D)
      = (E • (1 : Matrix n n ℂ) - D) * (-C) := by
    rw [mul_sub, sub_mul, mul_smul_comm, smul_mul_assoc, mul_one, one_mul,
      neg_mul, mul_neg, h]
  rw [hblock, det_fromBlocks_of_commute _ _ _ _ hcomm, neg_mul_neg]
```

Here `E • 1` is the energy times the identity matrix, and E may be any complex number. The proof establishes the block form in `hblock` and the commutation in `hcomm`, then applies the main theorem. When E is not an eigenvalue of D, the right side is det(E − D) times the determinant of E − A − B(E − D)⁻¹C, the usual energy-dependent secular matrix. When E is an eigenvalue of D, that factorisation is lost but the formula stands.

The equation Hv = Ev has a nonzero solution v exactly when det(E − H) = 0. The reduced determinant therefore decides whether E is an eigenvalue:

Hv = Ev for some v ≠ 0 ⇔ det((E − A)(E − D) − BC) = 0.

```lean
/-- When `C D = D C`, the number `E` is an eigenvalue of the block Hamiltonian exactly when
the reduced secular determinant vanishes. -/
theorem eigenvalue_iff (A B C D : Matrix n n ℂ) (h : C * D = D * C) (E : ℂ) :
    (∃ v : n ⊕ n → ℂ, v ≠ 0 ∧ fromBlocks A B C D *ᵥ v = E • v) ↔
      ((E • (1 : Matrix n n ℂ) - A) * (E • (1 : Matrix n n ℂ) - D) - B * C).det = 0 := by
  rw [← secular_det A B C D h E, ← exists_mulVec_eq_zero_iff]
  have hv : ∀ v : n ⊕ n → ℂ,
      (E • (1 : Matrix (n ⊕ n) (n ⊕ n) ℂ) - fromBlocks A B C D) *ᵥ v
        = E • v - fromBlocks A B C D *ᵥ v := by
    intro v
    rw [sub_mulVec, smul_mulVec, one_mulVec]
  constructor
  · rintro ⟨v, hne, heq⟩
    exact ⟨v, hne, by rw [hv, heq, sub_self]⟩
  · rintro ⟨v, hne, heq⟩
    exact ⟨v, hne, (sub_eq_zero.mp ((hv v).symm.trans heq)).symm⟩
```

The vector `v` has components in both spaces, and `*ᵥ` is a matrix acting on a vector. The proof replaces the reduced determinant by the full one, uses the equivalence between a zero determinant and a nonzero null vector, and rewrites (E − H)v = 0 as Hv = Ev in both directions. The criterion concerns the existence of an eigenvector, not the degeneracy of the level.

To apply it to a physical system, one needs a finite matrix for the Hamiltonian, with blocks of equal size that satisfy CD = DC. In an orthonormal basis the eigenvalue equation has the form Hv = Ev used here. If the finite basis truncates a larger space, the error of that truncation has to be judged separately.

## Two sublattices of equal size

In a tight-binding model with hopping only between two sublattices, and with the common on-site energy taken as zero, A = D = 0. Every C commutes with the zero matrix, so the condition is automatic:

det(E − H) = det(E² − BC).

```lean
/-- For a Hamiltonian with zero diagonal blocks and with couplings `B` and `C` between two
sublattices of equal size, the secular determinant at energy `E` is `det (E² - B C)`. -/
theorem bipartite_secular_det (B C : Matrix n n ℂ) (E : ℂ) :
    (E • (1 : Matrix (n ⊕ n) (n ⊕ n) ℂ) - fromBlocks 0 B C 0).det
      = (E ^ 2 • (1 : Matrix n n ℂ) - B * C).det := by
  rw [secular_det 0 B C 0 (by rw [mul_zero, zero_mul]) E, sub_zero,
    smul_mul_assoc, one_mul, smul_smul, ← sq]
```

The proof puts the two zero blocks into `secular_det` and combines the two factors of E. At E = 0 the eliminated block E − D is the zero matrix, yet the formula still applies. Since the right side contains E only as E², the nonzero levels of such a non-interacting model come in pairs ±E.

## A singular block that commutes with its coupling

Take

C = [[1, 2], [0, 1]], D = [[0, 1], [0, 0]].

Both CD and DC equal D, and det D = 0. With A = 0 and B = 1 the formula gives

det [[0, 1], [C, D]] = det(−C) = det C = 1,

where the sign disappears because the size is two.

```lean
/-- The blocks `C = [[1,2],[0,1]]` and `D = [[0,1],[0,0]]` commute and `D` is singular, while
the block matrix with `A = 0` and `B = 1` has determinant one. -/
theorem det_fromBlocks_of_commute_witness :
    (!![1, 2; 0, 1] : Matrix (Fin 2) (Fin 2) ℂ) * !![0, 1; 0, 0]
        = !![0, 1; 0, 0] * !![1, 2; 0, 1] ∧
      (!![0, 1; 0, 0] : Matrix (Fin 2) (Fin 2) ℂ).det = 0 ∧
      (fromBlocks (0 : Matrix (Fin 2) (Fin 2) ℂ) (1 : Matrix (Fin 2) (Fin 2) ℂ)
        !![1, 2; 0, 1] !![0, 1; 0, 0]).det = 1 := by
  have h : (!![1, 2; 0, 1] : Matrix (Fin 2) (Fin 2) ℂ) * !![0, 1; 0, 0]
      = !![0, 1; 0, 0] * !![1, 2; 0, 1] := by
    ext i j
    fin_cases i <;> fin_cases j <;> simp [Matrix.mul_apply, Fin.sum_univ_two]
  refine ⟨h, by simp [det_fin_two], ?_⟩
  rw [det_fromBlocks_of_commute _ _ _ _ h, zero_mul, one_mul, zero_sub]
  simp [det_fin_two]
```

The theorem records the commutation, the zero determinant of D and the block determinant. The first two are checked from the entries, and the third uses the main theorem. The full matrix is thus invertible although its eliminated block is singular and nonzero. It is not Hermitian, so the example illustrates the algebra and is not the Hamiltonian of an isolated system.

## Blocks for which the formula fails

Take A = 1 and

B = [[0, 1], [0, 0]], C = [[0, 0], [1, 0]], D = [[1, 0], [0, 0]].

Here CD = C while DC = 0. Eliminating the upper left block, which is the identity, gives

det [[1, B], [C, D]] = det(D − CB) = det [[1, 0], [0, −1]] = −1.

On the other hand BC = D, so

det(AD − BC) = det(D − D) = 0.

```lean
/-- Commutation cannot be dropped: for `A = 1`, `B = [[0,1],[0,0]]`, `C = [[0,0],[1,0]]` and
`D = [[1,0],[0,0]]` the block determinant is `-1`, but `det (A D - B C)` is zero. -/
theorem commutation_needed :
    (fromBlocks (1 : Matrix (Fin 2) (Fin 2) ℂ) !![0, 1; 0, 0]
        !![0, 0; 1, 0] !![1, 0; 0, 0]).det = -1 ∧
      ((1 : Matrix (Fin 2) (Fin 2) ℂ) * !![1, 0; 0, 0]
        - !![0, 1; 0, 0] * !![0, 0; 1, 0]).det = 0 := by
  constructor
  · rw [det_fromBlocks_one₁₁]
    simp [det_fin_two]
  · rw [one_mul]
    simp [det_fin_two]

end SingularSchurComplement
```

The first value comes from the elimination formula for an identity block in the upper left corner, the second from the entries. The determinant formula therefore fails for general blocks, even with A = 1. It can still hold for particular non-commuting pairs: if B = 0, both sides are det A · det D.

```lean
#print axioms SingularSchurComplement.det_fromBlocks_of_commute
-- 'SingularSchurComplement.det_fromBlocks_of_commute' depends on axioms: [propext, Classical.choice, Quot.sound]
#print axioms SingularSchurComplement.eigenvalue_iff
-- 'SingularSchurComplement.eigenvalue_iff' depends on axioms: [propext, Classical.choice, Quot.sound]
#print axioms SingularSchurComplement.bipartite_secular_det
-- 'SingularSchurComplement.bipartite_secular_det' depends on axioms: [propext, Classical.choice, Quot.sound]
#print axioms SingularSchurComplement.commutation_needed
-- 'SingularSchurComplement.commutation_needed' depends on axioms: [propext, Classical.choice, Quot.sound]
```
